# Central gap of an even open tight-binding chain with uniform or alternating bonds

To test a tight-binding code on an open chain with an even number N of sites, one orthonormal orbital per site, equal on-site energies and uniform nearest-neighbour hopping -β, β > 0, one can diagonalise the Hamiltonian and compare the difference of the two middle eigenvalues with 4β sin(π/(2N+2)). If the on-site energies are zero and the bonds alternate t1, t2, ..., t1 with t1 > t2 > 0, no eigenvalue should have modulus below t1 - t2, at any length.

In Lean 4 with Mathlib:

```lean
import Mathlib

open Matrix

namespace OpenChainCentralGap

noncomputable section

/-- Open chain of `N` sites with zero on-site energy; the hopping between the `j`-th and
the `(j+1)`-th site, counted from one, is `-b j`. -/
def chainHamiltonian (N : ℕ) (b : ℕ → ℝ) : Matrix (Fin N) (Fin N) ℂ :=
  Matrix.of fun i j => -((if (j : ℕ) = i + 1 then (b (i + 1) : ℂ) else 0) +
    (if (j : ℕ) + 1 = i then (b i : ℂ) else 0))

/-- The real energy `E` is a level of `H` if it has a nonzero eigenvector. -/
def IsLevel {N : ℕ} (H : Matrix (Fin N) (Fin N) ℂ) (E : ℝ) : Prop :=
  ∃ v : Fin N → ℂ, v ≠ 0 ∧ H *ᵥ v = (E : ℂ) • v

/-- Bonds alternating `t1, t2, t1, ...`, starting with `t1` at the first bond. -/
def alternatingBond (t1 t2 : ℝ) (j : ℕ) : ℝ := if j % 2 = 1 then t1 else t2

/-- The energy `2β sin(π/(2N+2))`. -/
def frontierEnergy (β : ℝ) (N : ℕ) : ℝ := 2 * β * Real.sin (Real.pi / (2 * (N : ℝ) + 2))

/-- The Hamiltonian acts on amplitudes that vanish just beyond both ends by the
tight-binding recursion. -/
theorem chain_action (N : ℕ) (b : ℕ → ℝ) (f : ℕ → ℂ) (h0 : f 0 = 0) (hN : f (N + 1) = 0)
    (i : Fin N) : (chainHamiltonian N b *ᵥ fun j : Fin N => f (j + 1)) i =
      -((b (i + 1) : ℂ) * f (i + 2) + (b i : ℂ) * f i) := by
  have hi := i.isLt
  -- the right neighbour
  have h1 : ∑ j : Fin N, (if (j : ℕ) = i + 1 then (b (i + 1) : ℂ) else 0) * f (j + 1)
      = (b (i + 1) : ℂ) * f (i + 2) := by
    by_cases h : (i : ℕ) + 1 < N
    · rw [Finset.sum_eq_single (⟨i + 1, h⟩ : Fin N)]
      · simp
      · intro j _ hj
        rw [if_neg (fun e => hj (Fin.ext e)), zero_mul]
      · intro h'
        exact absurd (Finset.mem_univ _) h'
    · have e : (i : ℕ) + 2 = N + 1 := by omega
      rw [e, hN, mul_zero]
      refine Finset.sum_eq_zero fun j _ => ?_
      have hj := j.isLt
      rw [if_neg (by omega), zero_mul]
  -- the left neighbour
  have h2 : ∑ j : Fin N, (if (j : ℕ) + 1 = i then (b i : ℂ) else 0) * f (j + 1)
      = (b i : ℂ) * f i := by
    by_cases h : (i : ℕ) = 0
    · have e : f i = 0 := by rw [h, h0]
      rw [e, mul_zero]
      refine Finset.sum_eq_zero fun j _ => ?_
      rw [if_neg (by omega), zero_mul]
    · have e : (i : ℕ) - 1 + 1 = i := by omega
      rw [Finset.sum_eq_single (⟨i - 1, by omega⟩ : Fin N)]
      · show (if (i : ℕ) - 1 + 1 = i then (b i : ℂ) else 0) * f ((i : ℕ) - 1 + 1) = _
        rw [e, if_pos rfl]
      · intro j _ hj
        rw [if_neg (fun e' => hj (Fin.ext (by simp only; omega))), zero_mul]
      · intro h'
        exact absurd (Finset.mem_univ _) h'
  simp only [Matrix.mulVec, dotProduct, chainHamiltonian, Matrix.of_apply]
  rw [← h1, ← h2, ← Finset.sum_add_distrib, ← Finset.sum_neg_distrib]
  refine Finset.sum_congr rfl fun j _ => ?_
  ring

/-- Balance at one site with amplitude `Y`: if its neighbour `X` saturates the envelope `c w` and
`Y`, `Z` do not exceed it, then nonnegative bonds `a`, `d` with `g wy ≤ a wx - d wz` give `|E| ≥ g`.
-/
theorem site_balance {E a d c wx wy wz g : ℝ} {X Y Z : ℂ} (ha : 0 ≤ a) (hd : 0 ≤ d)
    (hc : 0 < c) (hwy : 0 < wy) (hX : ‖X‖ = c * wx) (hY : ‖Y‖ ≤ c * wy) (hZ : ‖Z‖ ≤ c * wz)
    (h : (E : ℂ) * Y = -((a : ℂ) * X + (d : ℂ) * Z)) (hg : g * wy ≤ a * wx - d * wz) :
    g ≤ |E| := by
  have e : (a : ℂ) * X = -((E : ℂ) * Y) - (d : ℂ) * Z := by linear_combination h
  have h1 : a * ‖X‖ ≤ |E| * ‖Y‖ + d * ‖Z‖ := by
    calc a * ‖X‖ = ‖(a : ℂ) * X‖ := by
          rw [norm_mul, Complex.norm_real, Real.norm_of_nonneg ha]
      _ = ‖-((E : ℂ) * Y) - (d : ℂ) * Z‖ := by rw [e]
      _ ≤ ‖-((E : ℂ) * Y)‖ + ‖(d : ℂ) * Z‖ := norm_sub_le _ _
      _ = |E| * ‖Y‖ + d * ‖Z‖ := by
          rw [norm_neg, norm_mul, norm_mul, Complex.norm_real, Complex.norm_real,
            Real.norm_of_nonneg hd, Real.norm_eq_abs]
  have h2 := mul_le_mul_of_nonneg_left hY (abs_nonneg E)
  have h3 := mul_le_mul_of_nonneg_left hZ hd
  have h4 := mul_le_mul_of_nonneg_left hg hc.le
  rw [hX] at h1
  exact le_of_mul_le_mul_right (by nlinarith) (mul_pos hc hwy)

/-- Pair the sites of an even chain with nonnegative bonds into dimers. If site weights, positive on
the chain and nonnegative just beyond its ends, satisfy the two dimer inequalities with constant
`g`, every level has `|E| ≥ g`. -/
theorem level_bound_of_weights {M : ℕ} {b w : ℕ → ℝ} {g E : ℝ} (hb : ∀ j, 0 ≤ b j)
    (hw : ∀ k < 2 * M, 0 < w (k + 1)) (hw0 : 0 ≤ w 0) (hwN : 0 ≤ w (2 * M + 1))
    (hA : ∀ m < M, g * w (2 * m + 1) ≤ b (2 * m + 1) * w (2 * m + 2) - b (2 * m) * w (2 * m))
    (hB : ∀ m < M, g * w (2 * m + 2) ≤
      b (2 * m + 1) * w (2 * m + 1) - b (2 * m + 2) * w (2 * m + 3))
    (hE : IsLevel (chainHamiltonian (2 * M) b) E) : g ≤ |E| := by
  obtain ⟨v, hv, hEv⟩ := hE
  -- continue the eigenvector by zero beyond the ends
  obtain ⟨f, hf0, hfN, hf⟩ : ∃ f : ℕ → ℂ, f 0 = 0 ∧ f (2 * M + 1) = 0 ∧
      ∀ j : Fin (2 * M), f (j + 1) = v j :=
    ⟨fun n => match n with
      | 0 => 0
      | k + 1 => if h : k < 2 * M then v ⟨k, h⟩ else 0, rfl, by simp, fun j => by simp⟩
  have act : ∀ n < 2 * M, (E : ℂ) * f (n + 1) =
      -((b (n + 1) : ℂ) * f (n + 2) + (b n : ℂ) * f n) := by
    intro n hn
    have h := chain_action (2 * M) b f hf0 hfN ⟨n, hn⟩
    have e : (fun j : Fin (2 * M) => f (j + 1)) = v := funext hf
    rw [e, hEv] at h
    have e2 : f (n + 1) = v ⟨n, hn⟩ := hf ⟨n, hn⟩
    rw [e2]
    exact h
  -- the site where the amplitude is largest relative to its weight
  obtain ⟨j0, hj0⟩ := Function.ne_iff.mp hv
  obtain ⟨x, -, hx⟩ := Finset.exists_max_image Finset.univ
    (fun j : Fin (2 * M) => ‖f (j + 1)‖ / w (j + 1)) ⟨j0, Finset.mem_univ _⟩
  obtain ⟨c, hcd⟩ : ∃ c, c = ‖f (x + 1)‖ / w (x + 1) := ⟨_, rfl⟩
  have hmax : ∀ k < 2 * M, ‖f (k + 1)‖ / w (k + 1) ≤ c := by
    intro k hk
    rw [hcd]
    exact hx ⟨k, hk⟩ (Finset.mem_univ _)
  have hc : 0 < c := by
    refine lt_of_lt_of_le (div_pos (norm_pos_iff.mpr ?_) (hw j0 j0.isLt)) (hmax j0 j0.isLt)
    rw [hf]
    exact hj0
  have bound : ∀ n ≤ 2 * M + 1, ‖f n‖ ≤ c * w n := by
    intro n hn
    rcases n with _ | k
    · rw [hf0, norm_zero]
      exact mul_nonneg hc.le hw0
    · by_cases hk : k < 2 * M
      · exact (div_le_iff₀ (hw k hk)).mp (hmax k hk)
      · have e : k = 2 * M := by omega
        rw [e, hfN, norm_zero]
        exact mul_nonneg hc.le hwN
  have hxe : ‖f (x + 1)‖ = c * w (x + 1) := by
    rw [hcd, div_mul_cancel₀ _ (hw x x.isLt).ne']
  have hxl := x.isLt
  -- use the recursion at the dimer partner of that site
  rcases Nat.even_or_odd' (x : ℕ) with ⟨m, h | h⟩
  · rw [h] at hxe
    have h1 : (E : ℂ) * f (2 * m + 2) = -((b (2 * m + 2) : ℂ) * f (2 * m + 3) +
      (b (2 * m + 1) : ℂ) * f (2 * m + 1)) := act (2 * m + 1) (by omega)
    exact site_balance (hb _) (hb _) hc (hw (2 * m + 1) (by omega)) hxe
      (bound (2 * m + 2) (by omega)) (bound (2 * m + 3) (by omega))
      (by linear_combination h1) (hB m (by omega))
  · rw [h] at hxe
    exact site_balance (hb _) (hb _) hc (hw (2 * m) (by omega)) hxe
      (bound (2 * m + 1) (by omega)) (bound (2 * m) (by omega))
      (act (2 * m) (by omega)) (hA m (by omega))

/-- Disordered dimerised chain with nonnegative bonds: if all odd bonds are at least `t1` and all
even bonds at most `t2`, every level of the even open chain has `|E| ≥ t1 - t2`. -/
theorem disordered_dimer_gap {M : ℕ} {b : ℕ → ℝ} {t1 t2 E : ℝ} (hb : ∀ j, 0 ≤ b j)
    (hs : ∀ m, t1 ≤ b (2 * m + 1)) (hk : ∀ m, b (2 * m) ≤ t2)
    (hE : IsLevel (chainHamiltonian (2 * M) b) E) : t1 - t2 ≤ |E| := by
  refine level_bound_of_weights (w := fun _ => 1) hb (fun _ _ => one_pos) zero_le_one
    zero_le_one (fun m _ => ?_) (fun m _ => ?_) hE
  · linarith [hs m, hk m]
  · have h : b (2 * m + 2) ≤ t2 := hk (m + 1)
    linarith [hs m]

/-- Even open chain with bonds `t1, t2, ..., t1` and `t1 > t2 > 0`: every level has
`|E| ≥ t1 - t2`, whatever the length. -/
theorem alternating_chain_gap (M : ℕ) {t1 t2 E : ℝ} (h2 : 0 < t2) (h12 : t2 < t1)
    (hE : IsLevel (chainHamiltonian (2 * M) (alternatingBond t1 t2)) E) : t1 - t2 ≤ |E| := by
  refine disordered_dimer_gap (fun j => ?_) (fun m => ?_) (fun m => ?_) hE
  · unfold alternatingBond
    split_ifs <;> linarith
  · rw [alternatingBond, if_pos (by omega)]
  · rw [alternatingBond, if_neg (by omega)]

/-- With weak end bonds the bound fails for `|t1 - t2|`: the four-site chain with bonds
`3, 8, 3` has the level `1`, which is smaller than `|3 - 8|`. -/
theorem weak_end_bonds_level :
    IsLevel (chainHamiltonian 4 (alternatingBond 3 8)) 1 ∧ |(1 : ℝ)| < |(3 : ℝ) - 8| := by
  refine ⟨⟨![3, -1, -1, 3], fun h => ?_, ?_⟩, by norm_num⟩
  · have := congrFun h 0
    simp at this
  · ext i
    fin_cases i <;> simp [chainHamiltonian, alternatingBond, Matrix.mulVec, dotProduct,
      Fin.sum_univ_succ] <;> norm_num

/-- A standing wave `sin(jα)` with a node just beyond the last site gives the uniform chain
the level `-2β cos α`. -/
theorem standing_wave_level {N : ℕ} (hN : 0 < N) (β : ℝ) {α : ℝ} (hα : Real.sin α ≠ 0)
    (hnode : Real.sin (((N + 1 : ℕ) : ℝ) * α) = 0) :
    IsLevel (chainHamiltonian N fun _ => β) (-2 * β * Real.cos α) := by
  obtain ⟨f, hf⟩ : ∃ f : ℕ → ℂ, ∀ n : ℕ, f n = ((Real.sin ((n : ℝ) * α) : ℝ) : ℂ) :=
    ⟨_, fun _ => rfl⟩
  refine ⟨fun j => f (j + 1), fun h => hα ?_, funext fun i => ?_⟩
  · have h1 : f (0 + 1) = 0 := congrFun h ⟨0, hN⟩
    rw [hf] at h1
    have h2 := Complex.ofReal_eq_zero.mp h1
    simpa using h2
  · refine (chain_action N (fun _ => β) f (by rw [hf]; simp)
      (by rw [hf, hnode, Complex.ofReal_zero]) i).trans ?_
    have hr : -(β * Real.sin (((i + 2 : ℕ) : ℝ) * α) + β * Real.sin (((i : ℕ) : ℝ) * α)) =
        -2 * β * Real.cos α * Real.sin (((i + 1 : ℕ) : ℝ) * α) := by
      have e1 : ((i + 2 : ℕ) : ℝ) * α = ((i + 1 : ℕ) : ℝ) * α + α := by push_cast; ring
      have e2 : ((i : ℕ) : ℝ) * α = ((i + 1 : ℕ) : ℝ) * α - α := by push_cast; ring
      rw [e1, e2, Real.sin_add, Real.sin_sub]
      ring
    have hz := congrArg (fun x : ℝ => (x : ℂ)) hr
    simpa only [hf, Pi.smul_apply, smul_eq_mul, Complex.ofReal_neg, Complex.ofReal_add,
      Complex.ofReal_mul] using hz

/-- Central gap of the uniform chain with `N = 2M` sites: `±2β sin(π/(2N+2))` are levels, and
no level lies strictly between them. -/
theorem uniform_chain_central_gap {M : ℕ} (hM : 0 < M) {β : ℝ} (hβ : 0 < β) :
    IsLevel (chainHamiltonian (2 * M) fun _ => β) (-frontierEnergy β (2 * M)) ∧
    IsLevel (chainHamiltonian (2 * M) fun _ => β) (frontierEnergy β (2 * M)) ∧
    ∀ E, IsLevel (chainHamiltonian (2 * M) fun _ => β) E →
      E ≤ -frontierEnergy β (2 * M) ∨ frontierEnergy β (2 * M) ≤ E := by
  have h : (2 * (M : ℝ) + 1) * (Real.pi / (2 * ((2 * M : ℕ) : ℝ) + 2)) = Real.pi / 2 := by
    have hp : 2 * (2 * (M : ℝ)) + 2 ≠ 0 := by positivity
    push_cast
    rw [mul_div_assoc', div_eq_div_iff hp two_ne_zero]
    ring
  unfold frontierEnergy
  generalize Real.pi / (2 * ((2 * M : ℕ) : ℝ) + 2) = θ at h ⊢
  have hpi := Real.pi_pos
  have hM' : (0 : ℝ) < M := Nat.cast_pos.mpr hM
  have hθ : 0 < θ := by
    have h1 : 0 < (2 * (M : ℝ) + 1) * θ := by rw [h]; positivity
    exact (mul_pos_iff_of_pos_left (by positivity)).mp h1
  have hθ2 : θ < Real.pi / 2 := by nlinarith [mul_pos hM' hθ]
  have hcos : Real.cos θ ≠ 0 := (Real.cos_pos_of_mem_Ioo ⟨by linarith, hθ2⟩).ne'
  refine ⟨?_, ?_, fun E hE => le_abs'.mp ?_⟩
  · have hl := standing_wave_level (N := 2 * M) (by omega) β (α := Real.pi / 2 - θ)
      (by rw [Real.sin_pi_div_two_sub]; exact hcos) (by
        have e : ((2 * M + 1 : ℕ) : ℝ) * (Real.pi / 2 - θ) = (M : ℝ) * Real.pi := by
          push_cast
          linear_combination -h
        rw [e, Real.sin_nat_mul_pi])
    rw [Real.cos_pi_div_two_sub] at hl
    convert hl using 1
    ring
  · have hl := standing_wave_level (N := 2 * M) (by omega) β (α := θ + Real.pi / 2)
      (by rw [Real.sin_add_pi_div_two]; exact hcos) (by
        have e : ((2 * M + 1 : ℕ) : ℝ) * (θ + Real.pi / 2) = ((M + 1 : ℕ) : ℝ) * Real.pi := by
          push_cast
          linear_combination h
        rw [e, Real.sin_nat_mul_pi])
    rw [Real.cos_add_pi_div_two] at hl
    convert hl using 1
    ring
  · -- weights: cosine on odd sites, sine on even sites
    obtain ⟨w, ho, he⟩ : ∃ w : ℕ → ℝ, (∀ j, j % 2 = 1 → w j = Real.cos ((j : ℝ) * θ)) ∧
        (∀ j, j % 2 = 0 → w j = Real.sin ((j : ℝ) * θ)) :=
      ⟨fun j => if j % 2 = 1 then Real.cos ((j : ℝ) * θ) else Real.sin ((j : ℝ) * θ),
        fun j hj => if_pos hj, fun j hj => if_neg (by omega)⟩
    refine level_bound_of_weights (w := w) (fun _ => hβ.le) (fun k hk => ?_) ?_ ?_
      (fun m _ => ?_) (fun m _ => ?_) hE
    · have hk' : ((k + 1 : ℕ) : ℝ) < 2 * (M : ℝ) + 1 := by
        exact_mod_cast Nat.succ_lt_succ hk
      have h1 : ((k + 1 : ℕ) : ℝ) * θ < Real.pi / 2 := by
        rw [← h]
        exact mul_lt_mul_of_pos_right hk' hθ
      have h0 : 0 < ((k + 1 : ℕ) : ℝ) * θ := by positivity
      rcases Nat.mod_two_eq_zero_or_one (k + 1) with hp | hp
      · rw [he _ hp]
        exact Real.sin_pos_of_pos_of_lt_pi h0 (by linarith)
      · rw [ho _ hp]
        exact Real.cos_pos_of_mem_Ioo ⟨by linarith, h1⟩
    · rw [he 0 rfl]
      simp
    · rw [ho (2 * M + 1) (by omega)]
      push_cast
      rw [h, Real.cos_pi_div_two]
    · rw [ho (2 * m + 1) (by omega), he (2 * m + 2) (by omega), he (2 * m) (by omega)]
      have e1 : ((2 * m + 2 : ℕ) : ℝ) * θ = ((2 * m + 1 : ℕ) : ℝ) * θ + θ := by
        push_cast; ring
      have e2 : ((2 * m : ℕ) : ℝ) * θ = ((2 * m + 1 : ℕ) : ℝ) * θ - θ := by
        push_cast; ring
      rw [e1, e2, Real.sin_add, Real.sin_sub]
      apply le_of_eq
      ring
    · rw [he (2 * m + 2) (by omega), ho (2 * m + 1) (by omega), ho (2 * m + 3) (by omega)]
      have e1 : ((2 * m + 3 : ℕ) : ℝ) * θ = ((2 * m + 2 : ℕ) : ℝ) * θ + θ := by
        push_cast; ring
      have e2 : ((2 * m + 1 : ℕ) : ℝ) * θ = ((2 * m + 2 : ℕ) : ℝ) * θ - θ := by
        push_cast; ring
      rw [e1, e2, Real.cos_add, Real.cos_sub]
      apply le_of_eq
      ring

/-- For `β > 0`, the distance `4β sin(π/(2N+2))` between the energies `±2β sin(π/(2N+2))` is
positive and at most `2πβ/(N+1)`. -/
theorem central_gap_bounds (N : ℕ) {β : ℝ} (hβ : 0 < β) :
    frontierEnergy β N - -frontierEnergy β N = 4 * β * Real.sin (Real.pi / (2 * (N : ℝ) + 2)) ∧
    0 < 4 * β * Real.sin (Real.pi / (2 * (N : ℝ) + 2)) ∧
    4 * β * Real.sin (Real.pi / (2 * (N : ℝ) + 2)) ≤ 2 * Real.pi * β / ((N : ℝ) + 1) := by
  have hpi := Real.pi_pos
  have hN : (0 : ℝ) ≤ N := Nat.cast_nonneg N
  have hx : 0 < Real.pi / (2 * (N : ℝ) + 2) := by positivity
  have hx2 : Real.pi / (2 * (N : ℝ) + 2) < Real.pi := div_lt_self hpi (by linarith)
  refine ⟨by unfold frontierEnergy; ring, ?_, ?_⟩
  · exact mul_pos (by positivity) (Real.sin_pos_of_pos_of_lt_pi hx hx2)
  · have e : 2 * Real.pi * β / ((N : ℝ) + 1) = 4 * β * (Real.pi / (2 * (N : ℝ) + 2)) := by
      have h1 : (N : ℝ) + 1 ≠ 0 := by positivity
      have h2 : 2 * (N : ℝ) + 2 ≠ 0 := by positivity
      rw [mul_div_assoc', div_eq_div_iff h1 h2]
      ring
    rw [e]
    exact mul_le_mul_of_nonneg_left (Real.sin_le hx.le) (by positivity)

end

end OpenChainCentralGap
```

```lean
#print axioms OpenChainCentralGap.alternating_chain_gap
-- 'OpenChainCentralGap.alternating_chain_gap' depends on axioms: [propext, Classical.choice, Quot.sound]
#print axioms OpenChainCentralGap.weak_end_bonds_level
-- 'OpenChainCentralGap.weak_end_bonds_level' depends on axioms: [propext, Classical.choice, Quot.sound]
#print axioms OpenChainCentralGap.uniform_chain_central_gap
-- 'OpenChainCentralGap.uniform_chain_central_gap' depends on axioms: [propext, Classical.choice, Quot.sound]
#print axioms OpenChainCentralGap.central_gap_bounds
-- 'OpenChainCentralGap.central_gap_bounds' depends on axioms: [propext, Classical.choice, Quot.sound]
```

## The chain and its levels

Number the sites j = 1, ..., N, and let b_j ≥ 0 be the bond strength between sites j and j+1. `chainHamiltonian N b` is the matrix with -b_j on the two neighbouring diagonals and zeros elsewhere. `Fin N` counts from zero, so its index i is site i+1. `IsLevel H E` says that the real number E has a nonzero complex eigenvector.

The constants β, t1 and t2 are hopping strengths, the magnitudes of the resonance integrals in Hückel language. The condition t1 > t2 puts a strong bond at each end, so that every site belongs to a strongly bound pair. The model has one orthonormal orbital per site, equal on-site energies set to zero, nearest-neighbour hopping and no electron interaction.

With ψ_0 = ψ_{N+1} = 0, the eigenvalue equation reads at every site

E ψ_j = -(b_j ψ_{j+1} + b_{j-1} ψ_{j-1}).

`chain_action` proves that the right-hand side is (Hψ)_j, at the end sites as at all others.

## A lower bound on |E| from dimer partners

Let N = 2M and pair the sites as (1,2), (3,4), and so on. Give the sites positive weights w_j, with w_0 and w_{N+1} nonnegative. Choose the site x at which |ψ_x|/w_x is largest, and call this maximum c. Then c > 0 and |ψ_j| ≤ c w_j everywhere, with equality at x.

Let y be the dimer partner of x and z the other neighbour of y, possibly just beyond an end. Write a for the bond xy and d for the bond yz. The equation at y gives

a ψ_x = -E ψ_y - d ψ_z,

and by the triangle inequality

a c w_x ≤ |E| c w_y + d c w_z.

If the weights satisfy a w_x - d w_z ≥ g w_y, division by c w_y gives |E| ≥ g.

`site_balance` is this estimate at y. `level_bound_of_weights` extends the eigenvector by zeros, finds x with `Finset.exists_max_image`, and splits by parity: hypothesis `hA` serves odd y, `hB` even y.

## Alternating bonds

Take all weights equal to 1. Since a ≥ t1 and d ≤ t2, the condition holds with g = t1 - t2. `disordered_dimer_gap` states this for any nonnegative bonds whose odd members are at least t1 and whose even members are at most t2; `alternating_chain_gap` is the regular case.

The order of the bonds matters. For bonds 3, 8, 3, `weak_end_bonds_level` exhibits the level 1, below |3 - 8| = 5. Its normalised eigenvector is (3, -1, -1, 3)/√20, with probability 9/20 on each end site.

## Uniform bonds

Let θ = π/(2N+2), so that (N+1)θ = π/2. Choose w_j = cos(jθ) for odd j and w_j = sin(jθ) for even j. These are positive on the chain and vanish at j = 0 and j = N+1. For odd y,

sin((y+1)θ) - sin((y-1)θ) = 2 sin θ cos(yθ),

and for even y,

cos((y-1)θ) - cos((y+1)θ) = 2 sin θ sin(yθ).

After multiplication by β, the weight condition holds with equality for g = 2β sin θ, which the file calls `frontierEnergy`. Hence |E| ≥ 2β sin θ.

Standing waves attain the bound. For ψ_j = sin(jα),

sin((j+1)α) + sin((j-1)α) = 2 cos α sin(jα),

so E = -2β cos α whenever sin((N+1)α) = 0 and sin α ≠ 0. This is `standing_wave_level`, which covers each α = kπ/(N+1) with k = 1, ..., N. The choices α = π/2 - θ and α = π/2 + θ put (N+1)α at Mπ and (M+1)π, and give E = -2β sin θ and E = +2β sin θ. `uniform_chain_central_gap` combines both levels with the bound.

Finally, sin θ ≤ θ gives, in `central_gap_bounds`,

0 < 4β sin θ ≤ 4βθ = 2πβ/(N+1).

In this non-interacting model the uniform gap therefore closes with length, while the alternating one stays at least 2(t1 - t2) wide.

## Sorted eigenvalues in the model and in code

`IsLevel` records neither multiplicity nor order. A formulation with the sorted eigenvalues of a Hermitian matrix could name the M-th and (M+1)-th levels directly, and so speak of the HOMO–LUMO gap at half filling; it would need an additional count of the levels on each side of zero. That count, not formalised here, is M on each side for both chains: changing the sign of ψ on every second site turns the eigenvectors for E into those for -E, and zero is not a level.

A code makes that identification when it sorts the spectrum and forms E_{M+1} - E_M. For N = 2 the result must be 2β; using N in place of N+1 in the formula would give 2√2 β. Any common on-site energy has to be subtracted before |E| is compared with t1 - t2.
